# STEM and incoherent TEM signals agree for symmetric slices when the specimen is reversed

In a scanning transmission electron microscope (STEM), a focused probe enters the specimen and a detector adds up the intensity that arrives at many points. In a conventional transmission microscope (TEM) with an extended incoherent source, many independent source points illuminate the specimen, and the intensity is read at one image point. The second experiment looks like the first with source and detector exchanged. In a thick specimen, however, the electron is scattered many times, and the order in which it meets the layers matters. Do the two signals still agree?

## Transposing a stack of slices

Describe the wave by its complex amplitudes on a finite set of points, and cut the specimen into m slices. Slice k acts on the wave as a matrix T_k, and the wave meets T_1 first. The specimen and its reversal are

S = T_m ⋯ T_1,  R = T_1 ⋯ T_m.

Let p be the probe, with amplitude p_j at point j, and D the set of detector points. The STEM signal is

I_STEM = Σ_{d∈D} |(Sp)_d|².

In the TEM experiment each point d of D emits a unit wave. After the reversed specimen its amplitude at j is R_jd. The lens collects these amplitudes with weights p_j, and the intensities of the independent source points are added:

I_TEM = Σ_{d∈D} |Σ_j p_j R_jd|².

Suppose that every slice is symmetric, T_kᵀ = T_k: the amplitude for passing from j to d equals the amplitude for passing from d to j. Both passages run in the same direction along the beam. Reciprocity, which holds for elastic scattering by a scalar potential without a magnetic field, relates passages in opposite directions; it gives the symmetry assumed here when the slice is also mirror-symmetric along the beam. A slice thin enough to act only by multiplying the wave with a transmission function has a diagonal matrix, which is always symmetric. Transposition reverses a product, so

Sᵀ = T_1ᵀ ⋯ T_mᵀ = T_1 ⋯ T_m = R.

Hence S_dj = R_jd, and for each d

(Sp)_d = Σ_j S_dj p_j = Σ_j p_j R_jd.

The amplitudes agree point by point, so I_STEM = I_TEM. Unitarity was not used, and the slices may absorb.

## Where the propagator has to go

A common multislice step multiplies the wave by a transmission function t and then applies a free-space propagator P. Its matrix is P·diag(t). Even if P is symmetric, the transpose is diag(t)·P, which is in general a different matrix, so the argument above does not apply to these steps directly.

Assume from now on that P is symmetric. Write M for the product of the steps and M_rev for the product with the transmission functions in reversed order. Then

M_rev P = P Mᵀ.

Without slices both sides are P. Now put a slice with E = diag(t) in front of the specimen. The new matrix is M′ = M P E. In the reversed specimen this slice comes last, so M′_rev = P E M_rev. If the identity holds for M, then

M′_rev P = P E M_rev P = P E P Mᵀ = P (M P E)ᵀ = P M′ᵀ.

Since (MP)ᵀ = P Mᵀ = M_rev P, the two signals agree when one extra propagation step precedes the specimen in both experiments. For elastic multislice simulations on a finite grid, this gives a consistency check between STEM and incoherent TEM calculations; without the extra step, a discrepancy need not indicate a programming error.

## Specimens and signals as Lean definitions

The type `n` is the finite set of points, and a wave is a function `n → ℂ`.

```lean
import Mathlib

open Matrix

namespace MultisliceReciprocity

noncomputable section

variable {n : Type*} [Fintype n] [DecidableEq n]
```

A specimen is a list of matrices with the entrance slice at its head. The empty list gives the identity, and each further slice at the head multiplies from the right, which reproduces T_m ⋯ T_1.

```lean
/-- The matrix of a specimen given by its list of slices; the wave meets the head of the
list first. -/
def specimen : List (Matrix n n ℂ) → Matrix n n ℂ
  | [] => 1
  | T :: Ts => specimen Ts * T
```

The STEM signal is the sum written above. The probe need not be normalised.

```lean
/-- The STEM signal: the probe `p` crosses the specimen `S`, and the intensities at the
points of the detector `D` are added. -/
def stemSignal (S : Matrix n n ℂ) (p : n → ℂ) (D : Finset n) : ℝ :=
  ∑ d ∈ D, ‖(S *ᵥ p) d‖ ^ 2
```

The TEM signal is defined by the experiment: `Pi.single d 1` is the unit wave at `d`, and `⬝ᵥ` is the dot product without complex conjugation. The lens weights are therefore p itself and not its conjugate.

```lean
/-- The incoherent TEM signal at one image point: each source point `d` in `D` emits a unit
wave, which crosses the specimen `R` and is collected by a lens with amplitude weights `p`;
the intensities of the different source points are added. -/
def temSignal (R : Matrix n n ℂ) (p : n → ℂ) (D : Finset n) : ℝ :=
  ∑ d ∈ D, ‖p ⬝ᵥ (R *ᵥ Pi.single d 1)‖ ^ 2
```

Probe and detector use the same set of points. A far-field detector can be included by taking a discrete Fourier transform as the last slice; on K points its entries exp(−2πi jk/K) are symmetric in j and k. In the reversed specimen this slice comes first and turns each source point into a plane wave.

The model describes coherent elastic passage through the specimen. It contains no inelastic channels and no finite source size in the STEM experiment. If each slice is mirror-symmetric along the beam, reversing the list mirrors the specimen along the beam and leaves the lateral coordinates alone, whereas turning a real sample over also inverts a lateral direction.

The multislice matrix uses the step P·diag(t) for each transmission function.

```lean
/-- The specimen matrix of the multislice method: each slice multiplies the wave by its
transmission function `t` and then applies the propagator `P`. -/
def multislice (P : Matrix n n ℂ) (ts : List (n → ℂ)) : Matrix n n ℂ :=
  specimen (ts.map fun t => P * diagonal t)
```

## From one column to the reciprocity theorem

The first lemma recovers the formula for I_TEM. Its inner statement `h` says that a unit wave from d selects column d of the specimen matrix.

```lean
/-- The incoherent TEM signal written with the matrix elements of the specimen. -/
theorem temSignal_eq (R : Matrix n n ℂ) (p : n → ℂ) (D : Finset n) :
    temSignal R p D = ∑ d ∈ D, ‖∑ j, p j * R j d‖ ^ 2 := by
  unfold temSignal
  refine Finset.sum_congr rfl fun d _ => ?_
  -- a unit wave from `d` selects column `d` of the specimen matrix
  have h : ∀ j, (R *ᵥ Pi.single d 1) j = R j d := by
    intro j
    simp [Matrix.mulVec, dotProduct, Pi.single_apply]
  simp only [dotProduct, h]
```

Stacking two specimens multiplies their matrices. The induction runs over the slices of `A`, the specimen that is met first, and associativity regroups the product.

```lean
/-- Placing specimen `B` behind specimen `A` multiplies their matrices, with `A` acting
first. -/
theorem specimen_append (A B : List (Matrix n n ℂ)) :
    specimen (A ++ B) = specimen B * specimen A := by
  induction A with
  | nil => simp [specimen]
  | cons T A ih => simp [specimen, ih, mul_assoc]
```

The next lemma is the identity R = Sᵀ. In the induction step, reversing the list moves the first slice T to the end. The matrix of the reversed list is then T·(specimen Ts)ᵀ, with the induction hypothesis `ih'` already inserted. The transpose of the original matrix is Tᵀ·(specimen Ts)ᵀ, and `hT` identifies the two.

```lean
/-- If every slice is a symmetric matrix, reversing the order of the slices transposes the
specimen matrix. -/
theorem specimen_reverse (Ts : List (Matrix n n ℂ)) (h : ∀ T ∈ Ts, T.IsSymm) :
    specimen Ts.reverse = (specimen Ts)ᵀ := by
  induction Ts with
  | nil => simp [specimen]
  | cons T Ts ih =>
    have hT : Tᵀ = T := h T (by simp)
    have ih' := ih fun A hA => h A (List.mem_cons_of_mem T hA)
    rw [List.reverse_cons, specimen_append, ih']
    simp only [specimen, one_mul, Matrix.transpose_mul]
    rw [hT]
```

The exchange of source and detector needs no symmetry at all: the STEM signal of any matrix S is the TEM signal of Sᵀ. The proof compares the amplitudes at each d, as in the derivation by hand, and reorders the factors S_dj and p_j.

```lean
/-- The STEM signal of any specimen matrix is the incoherent TEM signal of its transpose. -/
theorem stem_eq_tem_transpose (S : Matrix n n ℂ) (p : n → ℂ) (D : Finset n) :
    stemSignal S p D = temSignal Sᵀ p D := by
  rw [temSignal_eq]
  unfold stemSignal
  refine Finset.sum_congr rfl fun d _ => ?_
  have h : (S *ᵥ p) d = ∑ j, p j * Sᵀ j d := by
    simp only [Matrix.mulVec, dotProduct, Matrix.transpose_apply]
    exact Finset.sum_congr rfl fun j _ => mul_comm _ _
  rw [h]
```

The main theorem combines the last two lemmas. Its hypothesis `h` requires every slice in the list to be symmetric; `p` and `D` are arbitrary.

```lean
/-- Multislice reciprocity: for symmetric slices, the STEM signal equals the incoherent TEM
signal of the specimen with its slices in reversed order, for every probe and every
detector. -/
theorem stem_tem_reciprocity (Ts : List (Matrix n n ℂ)) (h : ∀ T ∈ Ts, T.IsSymm)
    (p : n → ℂ) (D : Finset n) :
    stemSignal (specimen Ts) p D = temSignal (specimen Ts.reverse) p D := by
  rw [specimen_reverse Ts h]
  exact stem_eq_tem_transpose _ p D
```

## Reciprocity with a symmetric propagator

Here the hypothesis `hP` says that P is symmetric. Physically, free propagation from one point to another has the same amplitude in both directions, as for a kernel that depends only on the distance between the points. The transmission functions are arbitrary complex functions.

The proof is the induction given above. The statement `key` is M′_rev = P E M_rev, and `hc` is M′ = M P E. The rewriting then inserts the induction hypothesis and expands the transpose.

```lean
/-- For a symmetric propagator `P`, the multislice matrix of the reversed specimen times `P` equals
`P` times the transpose of the original multislice matrix. -/
theorem multislice_reverse (P : Matrix n n ℂ) (hP : P.IsSymm) (ts : List (n → ℂ)) :
    multislice P ts.reverse * P = P * (multislice P ts)ᵀ := by
  induction ts with
  | nil => simp [multislice, specimen]
  | cons t ts ih =>
    -- after reversal the slice `t` is the last one the wave meets
    have key : multislice P (t :: ts).reverse
        = P * diagonal t * multislice P ts.reverse := by
      simp [multislice, specimen_append, specimen]
    have hc : multislice P (t :: ts) = multislice P ts * (P * diagonal t) := rfl
    rw [key, mul_assoc, ih, hc, Matrix.transpose_mul, Matrix.transpose_mul,
      Matrix.diagonal_transpose, hP.eq]
    simp only [mul_assoc]
```

In the corollary, `multislice P ts * P` is the specimen preceded by one propagation step. Transposing it and applying the identity gives the matrix of the second experiment.

```lean
/-- Reciprocity for the multislice method with a symmetric propagator: the STEM signal equals
the incoherent TEM signal of the reversed specimen when, in both experiments, one propagation
step precedes the specimen. -/
theorem multislice_reciprocity (P : Matrix n n ℂ) (hP : P.IsSymm) (ts : List (n → ℂ))
    (p : n → ℂ) (D : Finset n) :
    stemSignal (multislice P ts * P) p D
      = temSignal (multislice P ts.reverse * P) p D := by
  rw [stem_eq_tem_transpose, Matrix.transpose_mul, hP.eq, multislice_reverse P hP]
```

## An asymmetric slice and an unreversed specimen

Without any condition on the slices the equality can fail, even for a single slice on two points, labelled 0 and 1. Take the matrix with rows (0, 1) and (0, 0), the probe p = (0, 1) and the detector D = {0}. The slice carries the amplitude from point 1 to point 0, so Sp = (1, 0) and the STEM signal is 1. In the TEM experiment the source sits at point 0, and column 0 of the matrix vanishes, so the signal is 0. Reversing a list of one slice changes nothing. The example excludes a theorem for arbitrary matrices; it does not say that every asymmetric slice violates the equality.

```lean
/-- A single slice that is not symmetric can break reciprocity: here the STEM signal is one
and the TEM signal of the reversed specimen is zero. -/
theorem asymmetric_slice_breaks_reciprocity :
    stemSignal (specimen [!![0, 1; 0, 0]]) ![0, 1] {(0 : Fin 2)} = 1 ∧
    temSignal (specimen [!![0, 1; 0, 0]].reverse) ![0, 1] {(0 : Fin 2)} = 0 := by
  constructor
  · simp [stemSignal, specimen, Matrix.mulVec, dotProduct, Fin.sum_univ_two]
  · rw [temSignal_eq]
    simp [specimen, Fin.sum_univ_two]
```

Symmetric slices alone do not suffice if the specimen is left unreversed. Let the first slice exchange the two points and let the second transmit only point 0. Both matrices are symmetric, but their product, with the exchange acting first, is the asymmetric matrix of the previous example. With the same probe and detector, the STEM signal is again 1 and the TEM signal of the unreversed specimen is 0. The proof computes the product in `hS` and then evaluates both signals.

```lean
/-- Two explicit symmetric slices for which the STEM signal is one, while the TEM signal of
the same specimen without reversal is zero. -/
theorem reversal_needed_witness :
    (!![0, 1; 1, 0] : Matrix (Fin 2) (Fin 2) ℂ).IsSymm ∧
    (!![1, 0; 0, 0] : Matrix (Fin 2) (Fin 2) ℂ).IsSymm ∧
    stemSignal (specimen [!![0, 1; 1, 0], !![1, 0; 0, 0]]) ![0, 1] {(0 : Fin 2)} = 1 ∧
    temSignal (specimen [!![0, 1; 1, 0], !![1, 0; 0, 0]]) ![0, 1] {(0 : Fin 2)} = 0 := by
  -- the product of the two symmetric slices is not symmetric
  have hS : specimen [!![0, 1; 1, 0], !![1, 0; 0, 0]]
      = (!![0, 1; 0, 0] : Matrix (Fin 2) (Fin 2) ℂ) := by
    simp only [specimen, one_mul]
    ext i j
    fin_cases i <;> fin_cases j <;> simp [Matrix.mul_apply, Fin.sum_univ_two]
  rw [hS]
  refine ⟨?_, ?_, ?_, ?_⟩
  · unfold Matrix.IsSymm
    ext i j
    fin_cases i <;> fin_cases j <;> simp
  · unfold Matrix.IsSymm
    ext i j
    fin_cases i <;> fin_cases j <;> simp
  · simp [stemSignal, Matrix.mulVec, dotProduct, Fin.sum_univ_two]
  · rw [temSignal_eq]
    simp [Fin.sum_univ_two]

end

end MultisliceReciprocity
```

```lean
#print axioms MultisliceReciprocity.stem_tem_reciprocity
#print axioms MultisliceReciprocity.multislice_reciprocity
#print axioms MultisliceReciprocity.asymmetric_slice_breaks_reciprocity
```

```
'MultisliceReciprocity.stem_tem_reciprocity' depends on axioms: [propext, Classical.choice, Quot.sound]
'MultisliceReciprocity.multislice_reciprocity' depends on axioms: [propext, Classical.choice, Quot.sound]
'MultisliceReciprocity.asymmetric_slice_breaks_reciprocity' depends on axioms: [propext, Classical.choice, Quot.sound]
```
